# A finite-dimensional unitary whose trace equals the dimension is the identity

The declaration concerns a unitary operator on a finite-dimensional quantum state space, written as a square complex matrix `A` with `Aᴴ * A = 1`. If its trace equals the dimension of the space, then `A` is the identity; a multiple of the identity by any other phase, for instance, does not meet the trace condition. The proof looks at the trace of `(A - 1)ᴴ * (A - 1)`, which is the sum of the squared moduli of the entries of `A - 1`. It expands this product to `1 - Aᴴ - A + 1`, finds that the trace is zero, and concludes that `A - 1` vanishes.

The failing Lean file:

```lean
import Mathlib

open Matrix Finset
open scoped ComplexOrder

namespace UnitaryEqOneOfTrace

noncomputable section

variable {G n m p : Type*} [Group G] [Fintype n] [DecidableEq n]
  [Fintype m] [DecidableEq m] [Fintype p] [DecidableEq p]

/-- A unitary matrix whose trace equals its dimension is the identity. -/
theorem unitary_eq_one_of_trace (A : Matrix n n ℂ) (hA : Aᴴ * A = 1)
    (ht : A.trace = Fintype.card n) : A = 1 := by
  have h : ((A - 1)ᴴ * (A - 1)).trace = 0 := by
    have he : (A - 1)ᴴ * (A - 1) = 1 - Aᴴ - A + 1 := by
      rw [Matrix.conjTranspose_sub, Matrix.conjTranspose_one, ← hA]
      noncomm_ring
      simp [hA]
    rw [he, Matrix.trace_add, Matrix.trace_sub, Matrix.trace_sub,
      Matrix.trace_conjTranspose, ht, Matrix.trace_one]
    simp
  exact sub_eq_zero.1 (Matrix.trace_conjTranspose_mul_self_eq_zero_iff.1 h)

end

end UnitaryEqOneOfTrace
```

The error:

```
Main.lean:17:53: error: unsolved goals
n : Type u_2
inst✝¹ : Fintype n
inst✝ : DecidableEq n
A : Matrix n n ℂ
hA : Aᴴ * A = 1
ht : A.trace = ↑(Fintype.card n)
⊢ 1 + (-(Aᴴ * (A * A)) + (-Aᴴ + 1)) = 2 + (-Aᴴ + -A)
```

Cause. The error is in the proof of the expansion `he`. The step `rw [← hA]` replaces every identity matrix in the goal by `Aᴴ * A`, including those inside the factors `Aᴴ - 1` and `A - 1`. Multiplying out then gives products of three and four matrices.

`simp [hA]` can simplify only where `Aᴴ * A` appears as a term. In the remaining `Aᴴ * (A * A)` the brackets group the two copies of `A` together, so `hA` does not match. The goal left over is true, since regrouping turns that product into `A`, but `simp` does not regroup it.

The repair keeps the identity matrices as `1`. The new statement `hx` expands `(Aᴴ - 1) * (A - 1)` by `noncomm_ring`, without using unitarity. After the conjugate transpose is simplified, rewriting with `hx` exposes `Aᴴ * A` directly, and `hA`, now used from left to right, turns it into `1`. The two sides are then identical, and `rw` closes the goal.

The mended proof, as a diff:

```diff
@@ -16,7 +16,6 @@
   have h : ((A - 1)ᴴ * (A - 1)).trace = 0 := by
     have he : (A - 1)ᴴ * (A - 1) = 1 - Aᴴ - A + 1 := by
-      rw [Matrix.conjTranspose_sub, Matrix.conjTranspose_one, ← hA]
-      noncomm_ring
-      simp [hA]
+      have hx : (Aᴴ - 1) * (A - 1) = Aᴴ * A - Aᴴ - A + 1 := by noncomm_ring
+      rw [Matrix.conjTranspose_sub, Matrix.conjTranspose_one, hx, hA]
     rw [he, Matrix.trace_add, Matrix.trace_sub, Matrix.trace_sub,
       Matrix.trace_conjTranspose, ht, Matrix.trace_one]
```
